# Modified-midpoint propagation with a Hermitian Fock matrix preserves determinant densities and can be reversed exactly

If the density matrix loses idempotency during a time-dependent Hartree-Fock run, it no longer belongs to a single determinant. If its trace drifts, electrons are being gained or lost. In exact arithmetic, the modified-midpoint recursion has neither fault at any step size, provided that the Fock matrix is Hermitian, the time step is real and the two starting densities belong to determinants with the same number of electrons. With ħ = 1 and in an orthonormal spin-orbital basis, it advances the equation i dD/dt = [F(D), D] by

D_(k+2) = U D_k Uᴴ, U = exp(−2i dt F(D_(k+1))).

Here D_k is the density matrix at step k, F(D) is the Fock matrix built from D, dt is the time step and ᴴ denotes the adjoint. The step spans 2 dt and takes its Fock matrix from the midpoint.

The formal version uses complex square matrices over a finite index type `n`, the spin orbitals of an orthonormal basis.

```lean
import Mathlib

open Matrix

namespace ModifiedMidpointTDHF

noncomputable section

variable {n : Type*} [Fintype n] [DecidableEq n]
```

`IsDeterminantDensity N D` collects the three properties of an N-electron determinant's density matrix.

```lean
/-- The density matrix of a single determinant with `N` electrons in an orthonormal
spin-orbital basis: Hermitian, idempotent, of trace `N`. -/
structure IsDeterminantDensity (N : ℕ) (D : Matrix n n ℂ) : Prop where
  hermitian : D.IsHermitian
  idempotent : D * D = D
  trace_eq : D.trace = (N : ℂ)
```

The propagator is the exact matrix exponential, with `dt` typed as a real number.

```lean
/-- The propagator `exp(-2i dt H)` over a double time step. -/
def propagator (dt : ℝ) (H : Matrix n n ℂ) : Matrix n n ℂ :=
  NormedSpace.exp ((-(2 * (dt : ℂ)) * Complex.I) • H)
```

`trajectory F dt D₀ D₁ k` is D_k. The map `F` takes only a density as argument, so a Fock matrix with an explicitly time-dependent field is not covered.

```lean
/-- The modified-midpoint trajectory `D_(k+2) = U D_k Uᴴ`, where `U` is the propagator
built from the Fock matrix at the midpoint density `D_(k+1)`. -/
def trajectory (F : Matrix n n ℂ → Matrix n n ℂ) (dt : ℝ) (D₀ D₁ : Matrix n n ℂ) :
    ℕ → Matrix n n ℂ
  | 0 => D₀
  | 1 => D₁
  | k + 2 => propagator dt (F (trajectory F dt D₀ D₁ (k + 1))) * trajectory F dt D₀ D₁ k *
      (propagator dt (F (trajectory F dt D₀ D₁ (k + 1))))ᴴ
```

## The Fock matrix is Hermitian at Hermitian densities

Physically, this says that the mean-field Hamiltonian has real orbital energies and neither absorbs nor emits electrons. It is asked for only at Hermitian D, where the spin-orbital Fock matrix provides it:

F_ij = h_ij + Σ_kl D_lk [(ij|kl) − (il|kj)].

Here h is the one-electron part and (ij|kl) are the two-electron integrals, which satisfy (ij|kl)* = (ji|lk) and (ij|kl) = (kl|ij).

```lean
/-- The spin-orbital Fock matrix: one-electron part `h` plus Coulomb minus exchange, with
two-electron integrals `g i j k l = (ij|kl)`. -/
def fockMatrix (h : Matrix n n ℂ) (g : n → n → n → n → ℂ) (D : Matrix n n ℂ) :
    Matrix n n ℂ :=
  Matrix.of fun i j => h i j + ∑ k, ∑ l, D l k * (g i j k l - g i l k j)
```

To check Hermiticity, conjugate F_ji. Since h and D are Hermitian,

(F_ji)* = h_ij + Σ_kl D_kl [(ij|lk) − (lj|ik)].

The exchange integral (lj|ik) equals (ik|lj). Exchanging the names k and l then gives F_ij. The proof follows the same route: `Finset.sum_comm` exchanges the sums, and `hconj` and `hswap` are the two integral symmetries.

```lean
omit [DecidableEq n] in
/-- With a Hermitian one-electron part and the usual symmetries of the two-electron
integrals, the Fock matrix of a Hermitian density matrix is Hermitian. -/
theorem fockMatrix_isHermitian {h : Matrix n n ℂ} {g : n → n → n → n → ℂ}
    (hh : h.IsHermitian) (hconj : ∀ i j k l, star (g i j k l) = g j i l k)
    (hswap : ∀ i j k l, g i j k l = g k l i j)
    {D : Matrix n n ℂ} (hD : D.IsHermitian) : (fockMatrix h g D).IsHermitian := by
  apply Matrix.IsHermitian.ext
  intro i j
  simp only [fockMatrix, Matrix.of_apply, star_add, star_sum, star_mul', star_sub]
  rw [hh.apply i j]
  congr 1
  -- conjugation exchanges the two summation indices
  rw [Finset.sum_comm]
  refine Finset.sum_congr rfl fun k _ => Finset.sum_congr rfl fun l _ => ?_
  rw [hD.apply l k, hconj j i l k, hconj j k l i, hswap k j i l]
```

Without this hypothesis, conservation can fail. Take F = −i(γ/2)·1 with γ > 0, a uniform absorber. Then U = exp(−γ dt)·1, and each step with dt > 0 multiplies the trace by exp(−2γ dt).

## The time step is real

A real dt means propagation in physical time. Write U(dt) for the propagator with a fixed Hermitian matrix H. The adjoint reverses the sign of i and leaves dt and H alone:

U(dt)ᴴ = exp(+2i dt H) = U(−dt).

```lean
/-- For a Hermitian matrix, the adjoint of the propagator is the propagator with the time
step reversed. -/
theorem propagator_conjTranspose (dt : ℝ) {H : Matrix n n ℂ} (hH : H.IsHermitian) :
    (propagator dt H)ᴴ = propagator (-dt) H := by
  have hc : star (-(2 * (dt : ℂ)) * Complex.I)
      = -(2 * ((-dt : ℝ) : ℂ)) * Complex.I := by
    apply Complex.ext <;> simp
  unfold propagator
  rw [← Matrix.exp_conjTranspose, Matrix.conjTranspose_smul, hH.eq, hc]
```

Multiples of the same H commute, so the exponents add:

U(dt) U(−dt) = exp(0) = 1.

```lean
/-- Propagating backward and then forward with the same matrix is the identity. -/
theorem propagator_mul_neg (dt : ℝ) (H : Matrix n n ℂ) :
    propagator dt H * propagator (-dt) H = 1 := by
  have hc : -(2 * (dt : ℂ)) * Complex.I + -(2 * ((-dt : ℝ) : ℂ)) * Complex.I = 0 := by
    push_cast
    ring
  unfold propagator
  rw [← Matrix.exp_add_of_commute _ _ (((Commute.refl H).smul_left _).smul_right _),
    ← add_smul, hc, zero_smul, NormedSpace.exp_zero]
```

Together these make U unitary. In the first lemma, `hc` is the conjugation of the scalar −2i dt, which is where reality enters; in the second, `Matrix.exp_add_of_commute` adds the exponents.

With imaginary time, dt = −iτ, the propagator becomes exp(−2τH). This is generally not unitary, and the step then need not preserve the trace or idempotency.

## Both starting densities are determinants with N electrons

The recursion needs two densities, and D_1 has to come from some separate starting step. The hypothesis asks that this step, too, deliver a determinant with the same N. Given UᴴU = 1, one step then preserves all three properties:

(U D Uᴴ)ᴴ = U Dᴴ Uᴴ = U D Uᴴ,

(U D Uᴴ)(U D Uᴴ) = U D (UᴴU) D Uᴴ = U D² Uᴴ = U D Uᴴ,

tr(U D Uᴴ) = tr(UᴴU D) = tr D = N.

The three bullets of the next proof are these three lines. `mul_eq_one_comm` supplies UᴴU = 1 from the product in the other order, which is legitimate for square matrices.

```lean
/-- One propagation step with a Hermitian Fock matrix preserves Hermiticity, idempotency
and electron number. -/
theorem IsDeterminantDensity.propagate {N : ℕ} {D H : Matrix n n ℂ}
    (hD : IsDeterminantDensity N D) (hH : H.IsHermitian) (dt : ℝ) :
    IsDeterminantDensity N (propagator dt H * D * (propagator dt H)ᴴ) := by
  have hU : (propagator dt H)ᴴ * propagator dt H = 1 := by
    rw [propagator_conjTranspose dt hH]
    exact mul_eq_one_comm.mp (propagator_mul_neg dt H)
  generalize propagator dt H = U at hU ⊢
  refine ⟨?_, ?_, ?_⟩
  · change (U * D * Uᴴ)ᴴ = U * D * Uᴴ
    rw [Matrix.conjTranspose_mul, Matrix.conjTranspose_mul,
      Matrix.conjTranspose_conjTranspose, hD.hermitian.eq, Matrix.mul_assoc]
  · calc U * D * Uᴴ * (U * D * Uᴴ) = U * D * (Uᴴ * U) * D * Uᴴ := by
          simp only [Matrix.mul_assoc]
      _ = U * (D * D) * Uᴴ := by rw [hU, Matrix.mul_one, Matrix.mul_assoc U D D]
      _ = U * D * Uᴴ := by rw [hD.idempotent]
  · rw [Matrix.trace_mul_comm, ← Matrix.mul_assoc, hU, Matrix.one_mul, hD.trace_eq]
```

Undoing a step makes no use of determinant properties. For any matrix A,

U(−dt) [U(dt) A U(dt)ᴴ] U(−dt)ᴴ = A,

because the factors on each side of A multiply to 1.

```lean
/-- A step with `-dt` undoes a step with `dt` taken with the same Hermitian Fock matrix. -/
theorem propagate_back (dt : ℝ) {H : Matrix n n ℂ} (hH : H.IsHermitian)
    (A : Matrix n n ℂ) :
    propagator (-dt) H * (propagator dt H * A * (propagator dt H)ᴴ) *
      (propagator (-dt) H)ᴴ = A := by
  have h1 : propagator (-dt) H * propagator dt H = 1 :=
    mul_eq_one_comm.mp (propagator_mul_neg dt H)
  rw [propagator_conjTranspose dt hH, propagator_conjTranspose (-dt) hH, neg_neg]
  calc propagator (-dt) H * (propagator dt H * A * propagator (-dt) H) * propagator dt H
      = (propagator (-dt) H * propagator dt H) * A *
          (propagator (-dt) H * propagator dt H) := by simp only [Matrix.mul_assoc]
    _ = A := by rw [h1, Matrix.one_mul, Matrix.mul_one]
```

Conservation along the whole trajectory follows by induction over two consecutive steps. D_(k+1) is Hermitian, so F(D_(k+1)) is Hermitian, and the one-step result carries the properties from D_k to D_(k+2). In Lean, `ih1` provides the Hermitian midpoint and `ih0` the density being propagated.

```lean
/-- Every density matrix on the modified-midpoint trajectory is Hermitian and idempotent with trace
`N` if the two starting ones are and `F` sends Hermitian matrices to Hermitian matrices. -/
theorem trajectory_isDeterminantDensity {F : Matrix n n ℂ → Matrix n n ℂ}
    (hF : ∀ D, D.IsHermitian → (F D).IsHermitian) (dt : ℝ) {N : ℕ} {D₀ D₁ : Matrix n n ℂ}
    (h₀ : IsDeterminantDensity N D₀) (h₁ : IsDeterminantDensity N D₁) (k : ℕ) :
    IsDeterminantDensity N (trajectory F dt D₀ D₁ k) := by
  induction k using Nat.twoStepInduction with
  | zero => exact h₀
  | one => exact h₁
  | more k ih0 ih1 =>
    rw [trajectory]
    exact ih0.propagate (hF _ ih1.hermitian) dt
```

The even and odd members form two chains, coupled only through the Fock matrix. If D_1 is Hermitian but not idempotent, the odd members keep its eigenvalues and its defect for ever; the recursion does not repair a poor start.

## The backward run receives both densities in reversed order

The backward run uses −dt and starts from (D_(m+1), D_m). Its state is a pair of densities, and reversing time exchanges their roles. Call its members B_k, so that B_0 = D_(m+1) and B_1 = D_m. The claim is

B_k = D_j whenever j + k = m + 1.

It holds for k = 0 and k = 1 by the choice of start. Suppose it holds for k and k + 1, and let j + (k + 2) = m + 1. Then B_(k+1) = D_(j+1) and B_k = D_(j+2). The backward step therefore propagates D_(j+2) with −dt and the Fock matrix at D_(j+1), the very midpoint from which D_(j+2) was made, and so returns D_j.

The induction in Lean has the same shape: `ih1` and `ih0` identify the two previous members, `hstep` writes out the forward step and `propagate_back` cancels it.

```lean
/-- If the Fock matrix is Hermitian at every `D_k`, the run with `-dt` started from `(D_(m+1), D_m)`
passes through the earlier density matrices in reverse order: its member `k` is `D_j` whenever `j +
k = m + 1`. -/
theorem trajectory_retrace {F : Matrix n n ℂ → Matrix n n ℂ} (dt : ℝ)
    {D₀ D₁ : Matrix n n ℂ} (hF : ∀ k, (F (trajectory F dt D₀ D₁ k)).IsHermitian)
    (m k : ℕ) : ∀ j, j + k = m + 1 →
      trajectory F (-dt) (trajectory F dt D₀ D₁ (m + 1)) (trajectory F dt D₀ D₁ m) k
        = trajectory F dt D₀ D₁ j := by
  induction k using Nat.twoStepInduction with
  | zero =>
    intro j hj
    obtain rfl : j = m + 1 := by omega
    rfl
  | one =>
    intro j hj
    obtain rfl : j = m := by omega
    rfl
  | more k ih0 ih1 =>
    intro j hj
    -- the backward step uses the same midpoint density as the forward one
    have hstep : trajectory F dt D₀ D₁ (j + 2)
        = propagator dt (F (trajectory F dt D₀ D₁ (j + 1))) * trajectory F dt D₀ D₁ j *
          (propagator dt (F (trajectory F dt D₀ D₁ (j + 1))))ᴴ := rfl
    rw [trajectory, ih1 (j + 1) (by omega), ih0 (j + 2) (by omega), hstep]
    exact propagate_back dt (hF (j + 1)) _
```

If the pair is handed over as (D_m, D_(m+1)) instead, the first backward step propagates D_m with the Fock matrix at D_(m+1), so that both the propagated density and the midpoint are the wrong ones, and for m ≥ 1 it in general misses D_(m−1).

The main theorem joins the two statements. For every k, D_k is a determinant density with N electrons; for every m, the backward run has D_1 as member m and D_0 as member m + 1. Since members 0 and 1 are given, this takes m steps, and m = 0 merely exchanges the starting pair.

```lean
/-- Suppose `F` sends Hermitian matrices to Hermitian matrices and both starting densities are
Hermitian and idempotent with trace `N`. Then so is every `D_k`, and `m` steps with `-dt` from
`(D_(m+1), D_m)` return exactly to `(D_1, D_0)`. -/
theorem modifiedMidpoint_conserves_and_reverses {F : Matrix n n ℂ → Matrix n n ℂ}
    (hF : ∀ D, D.IsHermitian → (F D).IsHermitian) (dt : ℝ) {N : ℕ} {D₀ D₁ : Matrix n n ℂ}
    (h₀ : IsDeterminantDensity N D₀) (h₁ : IsDeterminantDensity N D₁) :
    (∀ k, IsDeterminantDensity N (trajectory F dt D₀ D₁ k)) ∧
    ∀ m, let back := trajectory F (-dt) (trajectory F dt D₀ D₁ (m + 1))
          (trajectory F dt D₀ D₁ m)
      back m = D₁ ∧ back (m + 1) = D₀ := by
  have hD := trajectory_isDeterminantDensity hF dt h₀ h₁
  have hH := fun k => hF _ (hD k).hermitian
  exact ⟨hD, fun m => ⟨trajectory_retrace dt hH m m 1 (by omega),
    trajectory_retrace dt hH m (m + 1) 0 (by omega)⟩⟩
```

Under these hypotheses, with exact arithmetic and the exact exponential, no dt, however large, makes the trace or idempotency drift. A simulation that does show a drift departs from these assumptions somewhere, for example through round-off, a truncated exponential (whose error can grow with dt) or a non-Hermitian Fock matrix. The theorem does not bound the distance from the true time-dependent Hartree-Fock solution, nor does it give energy conservation.

The cancellation argument also gives a neighbouring result by hand: the return to (D_1, D_0) needs no Hermiticity at all. For any square H, U(−dt)U(dt) = 1, and taking the adjoint cancels the factors on the right as well. Even the absorber above can be run backwards exactly, although it loses electrons on the way out.

## Two levels and one electron

The hypotheses are met by two different one-electron densities and a density-dependent toy map, F(D) = X + D, where X is the matrix with rows (0, 1) and (1, 0). The last theorem verifies that these densities and this map meet the hypotheses.

```lean
/-- A two-level instance of the hypotheses: two different one-electron density matrices and
a density-dependent map that sends Hermitian matrices to Hermitian matrices. -/
theorem modifiedMidpoint_witness :
    IsDeterminantDensity 1 (!![1, 0; 0, 0] : Matrix (Fin 2) (Fin 2) ℂ) ∧
    IsDeterminantDensity 1 (!![1/2, 1/2; 1/2, 1/2] : Matrix (Fin 2) (Fin 2) ℂ) ∧
    ∀ D : Matrix (Fin 2) (Fin 2) ℂ, D.IsHermitian →
      ((!![0, 1; 1, 0] : Matrix (Fin 2) (Fin 2) ℂ) + D).IsHermitian := by
  refine ⟨⟨?_, ?_, ?_⟩, ⟨?_, ?_, ?_⟩, fun D hD => Matrix.IsHermitian.add ?_ hD⟩
  · ext i j; fin_cases i <;> fin_cases j <;> simp
  · ext i j; fin_cases i <;> fin_cases j <;> simp [Matrix.mul_apply, Fin.sum_univ_succ]
  · simp [Matrix.trace_fin_two]
  · ext i j; fin_cases i <;> fin_cases j <;> simp
  · ext i j
    fin_cases i <;> fin_cases j <;> norm_num [Matrix.mul_apply, Fin.sum_univ_succ]
  · norm_num [Matrix.trace_fin_two]
  · ext i j; fin_cases i <;> fin_cases j <;> simp

end

end ModifiedMidpointTDHF
```

```lean
#print axioms ModifiedMidpointTDHF.fockMatrix_isHermitian
-- 'ModifiedMidpointTDHF.fockMatrix_isHermitian' depends on axioms: [propext, Classical.choice, Quot.sound]
#print axioms ModifiedMidpointTDHF.modifiedMidpoint_conserves_and_reverses
-- 'ModifiedMidpointTDHF.modifiedMidpoint_conserves_and_reverses' depends on axioms: [propext, Classical.choice, Quot.sound]
```

One step can be worked out explicitly. D_0 has rows (1, 0) and (0, 0), and all entries of D_1 are 1/2, so

F(D_1) = ½·1 + (3/2) X.

Choose dt = π/12. Since X² = 1,

U = exp(−iπ/12) (1 − iX)/√2.

D_0 projects onto the vector (1, 0), which U takes to (1, −i)/√2 up to a phase. Hence D_2 has rows (1/2, i/2) and (−i/2, 1/2). It is Hermitian with trace 1, and squaring it returns the same matrix.

For the way back with m = 1, start from (D_2, D_1) with −dt. The midpoint is again D_1, and the propagator is exp(iπ/12)(1 + iX)/√2. It takes (1, −i)/√2 to (1, 0) up to a phase, which restores D_0.
